# Harmonic homogeneous polynomials of degree $l$ in $x, y, z$ satisfy $L^2p = l(l+1)p$ in units of $\hbar^2$

The angular part of a d orbital can be written with quadratic polynomials such as $xy$ or $2z^2-x^2-y^2$, and an electron in it has $L^2 = 6\hbar^2$. The polynomial $z^2$ is quadratic too, yet it is not an eigenfunction of $L^2$. I have been told that the Laplacian makes the difference: a homogeneous polynomial of degree $l$ has the eigenvalue $l(l+1)$ if its Laplacian vanishes. Can this be derived from the differential operators alone, without spherical coordinates, and can the argument be made rigorous and checked by machine?

## Squaring the components in Cartesian coordinates

Yes. Write $x_0,x_1,x_2$ for $x,y,z$, write $\partial_i$ for the derivative along $x_i$, and set $\hbar=1$. The component in the plane of axes $i\neq j$ is $L_{ij}=-i(x_i\partial_j-x_j\partial_i)$, where the prefactor $-i$ contains the imaginary unit. Then $L_x=L_{12}$, $L_y=L_{20}$, $L_z=L_{01}$, and $L^2$ is the sum of their squares.

The two prefactors multiply to $-1$. By the product rule,

$$x_i\partial_j(x_j\partial_i p)=x_i\partial_i p+x_ix_j\partial_i\partial_j p,\qquad x_i\partial_j(x_i\partial_j p)=x_i^2\partial_j^2p,$$

and likewise with $i$ and $j$ exchanged. Hence

$$L_{ij}^2p=x_i\partial_ip+x_j\partial_jp+2x_ix_j\partial_i\partial_jp-x_i^2\partial_j^2p-x_j^2\partial_i^2p.$$

Let $E=\sum_i x_i\partial_i$, $\Delta=\sum_i\partial_i^2$ and $r^2=\sum_i x_i^2$. Each axis lies in two of the three planes, so

$$L^2=2E+2\sum_{i<j}x_ix_j\partial_i\partial_j-\sum_{i\ne j}x_i^2\partial_j^2.$$

The other two operators expand as

$$E^2=E+\sum_i x_i^2\partial_i^2+2\sum_{i<j}x_ix_j\partial_i\partial_j,\qquad r^2\Delta=\sum_i x_i^2\partial_i^2+\sum_{i\neq j}x_i^2\partial_j^2.$$

In $E^2-r^2\Delta$ the terms $x_i^2\partial_i^2$ cancel, which leaves

$$L^2=-r^2\Delta+E(E+1).$$

If $p$ is homogeneous of degree $l$, Euler's theorem gives $Ep=lp$, and therefore

$$L^2p=l(l+1)p-r^2\Delta p.$$

If $\Delta p=0$, the eigenvalue equation follows. Conversely, if the eigenvalue equation holds, then $r^2\Delta p=0$, and $\Delta p=0$ because a product of nonzero polynomials is nonzero.

Radial factors do not change the eigenvalue. Since $\partial_k r^2=2x_k$,

$$L_{ij}(r^2p)=r^2L_{ij}p-i(2x_ix_j-2x_jx_i)p=r^2L_{ij}p.$$

So $L^2$ commutes with multiplication by $r^2$, and $r^{2k}p$ keeps the eigenvalue $l(l+1)$ of a harmonic $p$, although its degree is $l+2k$ when $p\neq0$.

## The quadrupole, and polynomials that fail

Take $q=2z^2-x^2-y^2$, for which $\Delta q=4-2-2=0$. Applying the components directly gives

- $L_xq=-6i\,yz$ and $L_x^2q=6(z^2-y^2)$,
- $L_yq=6i\,xz$ and $L_y^2q=6(z^2-x^2)$,
- $L_zq=0$.

The sum is $6q$, as $l=2$ requires.

Without harmonicity the result fails: $\Delta z^2=2$, so $L^2z^2=6z^2-2r^2$, which is not a multiple of $z^2$. Without homogeneity it fails as well: $1+z$ is harmonic, but $L^2(1+z)=2z$. In the converse, $l$ must be the degree of $p$: the polynomial $r^2$ satisfies $L^2r^2=0$, the eigenvalue for $l=0$, and is not harmonic.

## The Lean file

```lean
import Mathlib

open MvPolynomial

namespace OrbitalAngularMomentumSquared

noncomputable section

/-- Complex polynomials in the Cartesian coordinates x, y, z, numbered 0, 1, 2. -/
abbrev Poly := MvPolynomial (Fin 3) ℂ

/-- The angular momentum component `-i (x_i ∂_j - x_j ∂_i)` in the plane of the axes i and j,
in units of ħ. -/
def angMom (i j : Fin 3) (p : Poly) : Poly :=
  (-Complex.I) • (X i * pderiv j p - X j * pderiv i p)

/-- The total squared angular momentum `L² = Lx² + Ly² + Lz²`. -/
def angMomSq (p : Poly) : Poly :=
  angMom 1 2 (angMom 1 2 p) + angMom 2 0 (angMom 2 0 p) + angMom 0 1 (angMom 0 1 p)

/-- The Euler operator `E = x ∂x + y ∂y + z ∂z`. -/
def euler (p : Poly) : Poly := ∑ i, X i * pderiv i p

/-- The Laplacian `Δ = ∂x² + ∂y² + ∂z²`. -/
def laplacian (p : Poly) : Poly := ∑ i, pderiv i (pderiv i p)

/-- The squared radius `r² = x² + y² + z²`. -/
def rSq : Poly := ∑ i, X i ^ 2

/-- The quadrupole polynomial `2z² - x² - y²`. -/
def quadrupole : Poly := 2 * X 2 ^ 2 - X 0 ^ 2 - X 1 ^ 2

/-- Partial derivatives of a polynomial commute. -/
theorem pderiv_comm (i j : Fin 3) (p : Poly) :
    pderiv i (pderiv j p) = pderiv j (pderiv i p) := by
  have hc : ∀ a b k : Fin 3, pderiv a (pderiv b (X k : Poly)) = 0 := by
    intro a b k
    by_cases h : k = b
    · subst h
      rw [pderiv_X_self, Derivation.map_one_eq_zero]
    · rw [pderiv_X_of_ne h, map_zero]
  -- the commutator is a derivation that vanishes on the coordinates
  have h : ⁅(pderiv i : Derivation ℂ Poly Poly), (pderiv j : Derivation ℂ Poly Poly)⁆ =
      (0 : Derivation ℂ Poly Poly) := by
    apply MvPolynomial.derivation_ext
    intro k
    rw [Derivation.commutator_apply, hc, hc, sub_zero]
    rfl
  have h2 := DFunLike.congr_fun h p
  rw [Derivation.commutator_apply] at h2
  exact sub_eq_zero.mp h2

/-- The square of one angular momentum component, written out in first and second
derivatives. -/
theorem angMom_angMom {i j : Fin 3} (hij : i ≠ j) (p : Poly) :
    angMom i j (angMom i j p) =
      X i * pderiv i p + X j * pderiv j p + 2 * X i * X j * pderiv i (pderiv j p)
        - X i ^ 2 * pderiv j (pderiv j p) - X j ^ 2 * pderiv i (pderiv i p) := by
  have hI : -Complex.I * -Complex.I = -1 := by
    rw [neg_mul_neg, Complex.I_mul_I]
  -- the two factors -i combine to -1
  simp only [angMom, Derivation.map_smul, mul_smul_comm, ← smul_sub, smul_smul]
  rw [hI, neg_one_smul]
  simp only [map_sub, Derivation.leibniz, smul_eq_mul, pderiv_X_self,
    pderiv_X_of_ne hij, pderiv_X_of_ne hij.symm]
  rw [pderiv_comm j i p]
  ring

/-- The operator identity `L² = -r² Δ + E (E + 1)` on all polynomials. -/
theorem angMomSq_eq (p : Poly) :
    angMomSq p = -(rSq * laplacian p) + euler (euler p + p) := by
  rw [angMomSq, angMom_angMom (by decide), angMom_angMom (by decide),
    angMom_angMom (by decide)]
  simp only [euler, laplacian, rSq, Fin.sum_univ_three, map_add, Derivation.leibniz,
    smul_eq_mul, pderiv_X_self,
    pderiv_X_of_ne (show (0 : Fin 3) ≠ 1 by decide),
    pderiv_X_of_ne (show (0 : Fin 3) ≠ 2 by decide),
    pderiv_X_of_ne (show (1 : Fin 3) ≠ 0 by decide),
    pderiv_X_of_ne (show (1 : Fin 3) ≠ 2 by decide),
    pderiv_X_of_ne (show (2 : Fin 3) ≠ 0 by decide),
    pderiv_X_of_ne (show (2 : Fin 3) ≠ 1 by decide),
    pderiv_comm 1 0 p, pderiv_comm 2 0 p, pderiv_comm 2 1 p]
  ring

/-- On a homogeneous polynomial of degree l, `L² p = l(l+1) p - r² Δp`. -/
theorem angMomSq_homogeneous {p : Poly} {l : ℕ} (hp : p.IsHomogeneous l) :
    angMomSq p = ((l : ℂ) * (l + 1)) • p - rSq * laplacian p := by
  -- Euler's theorem: E p = l p
  have hE : euler p = (l : ℂ) • p := by
    rw [euler, hp.sum_X_mul_pderiv, Nat.cast_smul_eq_nsmul]
  have hlin : euler ((l : ℂ) • p + p) = (l : ℂ) • euler p + euler p := by
    simp only [euler, map_add, Derivation.map_smul, mul_add, mul_smul_comm,
      Finset.sum_add_distrib, Finset.smul_sum]
  rw [angMomSq_eq, hE, hlin, hE]
  module

/-- Every harmonic homogeneous polynomial of degree l satisfies `L² p = l(l+1) p`. -/
theorem angMomSq_harmonic {p : Poly} {l : ℕ} (hp : p.IsHomogeneous l)
    (hharm : laplacian p = 0) : angMomSq p = ((l : ℂ) * (l + 1)) • p := by
  rw [angMomSq_homogeneous hp, hharm, mul_zero, sub_zero]

/-- A homogeneous polynomial of degree l that satisfies `L² p = l(l+1) p` is harmonic. -/
theorem harmonic_of_angMomSq {p : Poly} {l : ℕ} (hp : p.IsHomogeneous l)
    (hL : angMomSq p = ((l : ℂ) * (l + 1)) • p) : laplacian p = 0 := by
  have hr : rSq ≠ 0 := by
    intro h
    have h1 := congrArg (eval (![1, 0, 0] : Fin 3 → ℂ)) h
    simp [rSq, Fin.sum_univ_three] at h1
  rw [angMomSq_homogeneous hp] at hL
  -- r² is not a zero divisor
  exact (mul_eq_zero.mp (sub_eq_self.mp hL)).resolve_left hr

/-- Each angular momentum component commutes with multiplication by `r²`. -/
theorem angMom_rSq_mul (i j : Fin 3) (p : Poly) :
    angMom i j (rSq * p) = rSq * angMom i j p := by
  have hr : ∀ k : Fin 3, pderiv k rSq = 2 * X k := by
    intro k
    have h : ∀ m : Fin 3, pderiv k (X m ^ 2 : Poly) = if m = k then 2 * X k else 0 := by
      intro m
      split_ifs with hm
      · subst hm
        rw [pow_two, Derivation.leibniz, pderiv_X_self, smul_eq_mul]
        ring
      · rw [pow_two, Derivation.leibniz, pderiv_X_of_ne hm, smul_zero, add_zero]
    simp only [rSq, map_sum, h, Finset.sum_ite_eq', Finset.mem_univ, if_true]
  -- the gradient of r² is radial, so its contribution cancels
  simp only [angMom, Derivation.leibniz, smul_eq_mul, hr, mul_smul_comm]
  congr 1
  ring

/-- If p is harmonic and homogeneous of degree l, then `L² (r^(2k) p) = l(l+1) r^(2k) p`
for every natural number k. -/
theorem angMomSq_radial_mul {p : Poly} {l : ℕ} (hp : p.IsHomogeneous l)
    (hharm : laplacian p = 0) (k : ℕ) :
    angMomSq (rSq ^ k * p) = ((l : ℂ) * (l + 1)) • (rSq ^ k * p) := by
  induction k with
  | zero => simpa only [pow_zero, one_mul] using angMomSq_harmonic hp hharm
  | succ k ih =>
    have h : angMomSq (rSq * (rSq ^ k * p)) = rSq * angMomSq (rSq ^ k * p) := by
      simp only [angMomSq, angMom_rSq_mul]
      ring
    rw [pow_succ', mul_assoc, h, ih, mul_smul_comm]

/-- The quadrupole polynomial `2z² - x² - y²` is nonzero, homogeneous of degree 2 and
harmonic. -/
theorem quadrupole_witness :
    quadrupole ≠ 0 ∧ quadrupole.IsHomogeneous 2 ∧ laplacian quadrupole = 0 := by
  refine ⟨?_, ?_, ?_⟩
  · intro h
    have h1 := congrArg (eval (![0, 0, 1] : Fin 3 → ℂ)) h
    simp [quadrupole] at h1
  · have h : ∀ i : Fin 3, (X i ^ 2 : Poly).IsHomogeneous 2 :=
      fun i => (isHomogeneous_X ℂ i).pow 2
    rw [quadrupole, two_mul]
    exact (((h 2).add (h 2)).sub (h 0)).sub (h 1)
  · rw [quadrupole, two_mul]
    simp only [laplacian, Fin.sum_univ_three, pow_two, map_add, map_sub,
      Derivation.leibniz, smul_eq_mul, pderiv_X_self,
      pderiv_X_of_ne (show (0 : Fin 3) ≠ 1 by decide),
      pderiv_X_of_ne (show (0 : Fin 3) ≠ 2 by decide),
      pderiv_X_of_ne (show (1 : Fin 3) ≠ 0 by decide),
      pderiv_X_of_ne (show (1 : Fin 3) ≠ 2 by decide),
      pderiv_X_of_ne (show (2 : Fin 3) ≠ 0 by decide),
      pderiv_X_of_ne (show (2 : Fin 3) ≠ 1 by decide),
      map_zero, Derivation.map_one_eq_zero]
    ring

end

end OrbitalAngularMomentumSquared
```

```lean
#print axioms OrbitalAngularMomentumSquared.harmonic_of_angMomSq
#print axioms OrbitalAngularMomentumSquared.angMomSq_radial_mul
```

```
'OrbitalAngularMomentumSquared.harmonic_of_angMomSq' depends on axioms: [propext, Classical.choice, Quot.sound]
'OrbitalAngularMomentumSquared.angMomSq_radial_mul' depends on axioms: [propext, Classical.choice, Quot.sound]
```

## What the theorems say about wavefunctions

The theorems concern elements of `Poly`, polynomials in three variables with complex coefficients. Such a polynomial can be a factor of a wavefunction, but is not a normalisable wavefunction by itself. `X i` is a coordinate and `pderiv i` the formal partial derivative. `angMom i j` is $L_{ij}$, and `angMomSq` adds the squares of the three Cartesian components.

`angMomSq_eq` is the operator identity, for every polynomial; $E(E+1)p$ appears as `euler (euler p + p)`. The hypothesis `p.IsHomogeneous l` says that every monomial in $p$ has total degree $l$. With it, `angMomSq_harmonic` and `harmonic_of_angMomSq` give the two directions of the equivalence, and `angMomSq_radial_mul` adds the factor $r^{2k}$.

The zero polynomial satisfies these hypotheses for every $l$, so an eigenfunction in the usual sense also needs $p\neq0$. `quadrupole_witness` supplies a nonzero example of degree 2.

Polynomials are not normalisable on all of space, and the file contains no inner product, no general radial function and no count of the independent harmonics for each $l$. For the polynomial prefactors of one-electron basis functions, the result separates the harmonic d-type quadratics from $r^2$, which has $L^2=0$.

## How the proof follows the calculation

`pderiv_comm` justifies exchanging derivatives. The commutator of two derivations is again a derivation; this one vanishes on each coordinate, so `derivation_ext` makes it zero.

`angMom_angMom` squares one component: the scalars are collected and `hI` turns them into $-1$, `Derivation.leibniz` applies the product rule, and `ring` collects terms. `angMomSq_eq` inserts this three times, expands the right-hand side in the same way, and compares the two with `ring`.

In `angMomSq_homogeneous`, Euler's theorem comes from Mathlib as `sum_X_mul_pderiv`. Since `euler` is defined as a plain function, `hlin` establishes the linearity needed to apply it a second time. The harmonic case is then a substitution. The converse shows $r^2\neq0$ by evaluating it at $(1,0,0)$ and cancels it with `mul_eq_zero`.

`angMom_rSq_mul` computes the gradient of $r^2$ and lets the two radial terms cancel. `angMomSq_radial_mul` is an induction on $k$ that moves one factor $r^2$ through $L^2$ at each step.
